# The lattice Thomas–Fermi density is the unique energy minimiser at its own particle number

## Two sites sharing a fixed number of particles

Take two sites with potentials $v_1 = 0$ and $v_2 = 1$, and put densities $m_1, m_2 \ge 0$ on them with $m_1 + m_2 = N$. Let the energy be

$$E = \tfrac12 m_1^2 + \tfrac12 m_2^2 + m_2 .$$

With $m_2 = t$ and $m_1 = N - t$, the derivative is $dE/dt = 2t + 1 - N$. If $N > 1$, it vanishes at $t = (N-1)/2$, so both sites are occupied. If $N \le 1$, it is non-negative for all $t \ge 0$, and the minimum sits at the boundary $t = 0$: the upper site stays empty.

Both cases fit one formula, $n_i = \max(\mu - v_i, 0)$, with $\mu = (N+1)/2$ in the first case and $\mu = N$ in the second. Particles fill the potential up to a common level $\mu$, and sites above that level hold nothing.

## The general claim and its derivation

Let a finite lattice have cell weights $w_i > 0$ (volumes or quadrature weights) and a fixed real potential $v_i$. For a density $m$ define

$$N(m) = \sum_i w_i m_i, \qquad E(m) = \sum_i w_i\,(c\,m_i^p + v_i m_i),$$

with $c > 0$ and $p > 1$. The term $c\,m^p$ stands for the kinetic energy per volume of a uniform gas of density $m$. For spin-unpolarised electrons in three dimensions, $p = 5/3$ and, in atomic units, $c = \tfrac{3}{10}(3\pi^2)^{2/3}$; the Pauli principle enters the model only through this term. For a real number $\mu$, the chemical potential, set

$$n_i = \left(\frac{\max(\mu - v_i, 0)}{c\,p}\right)^{1/(p-1)} .$$

The claim is that $E(n) < E(m)$ for every non-negative $m \ne n$ with $N(m) = N(n)$.

**The Thomas–Fermi equation.** Write $a_i = \max(\mu - v_i, 0)$. Raising the formula to the power $p-1$ gives $c\,p\,n_i^{p-1} = a_i$. Conversely, a non-negative solution of this equation is recovered by taking the power $1/(p-1)$.

**Tangents to the power law.** Let $x, y \ge 0$ with $y \ne x$. If $x > 0$, put $s = y/x - 1$, so that $s \ge -1$ and $s \ne 0$. The strict Bernoulli inequality $(1+s)^p > 1 + ps$, multiplied by $x^p$, becomes

$$y^p > x^p + p\,x^{p-1}(y - x).$$

If $x = 0$, the right side is zero and the left side is positive.

**One site.** Set $x = n_i$, multiply by $c$ and use the Thomas–Fermi equation:

$$c\,y^p > c\,n_i^p + a_i\,(y - n_i).$$

The number $a_i - (\mu - v_i)$ is non-negative, and it is zero wherever $n_i > 0$. Hence $(a_i - (\mu - v_i))\,n_i = 0$, while $(a_i - (\mu - v_i))\,y \ge 0$. Subtracting gives $a_i(y - n_i) \ge (\mu - v_i)(y - n_i)$, and therefore

$$c\,y^p + (v_i - \mu)\,y > c\,n_i^p + (v_i - \mu)\,n_i .$$

**All sites.** Multiply by $w_i$ and sum. A density $m \ne n$ differs from $n$ at some site, so the sum is strict:

$$E(m) > E(n) + \mu\,\bigl(N(m) - N(n)\bigr).$$

At equal particle number the last term vanishes, which is the claim. At other particle numbers, the inequality says that a line of slope $\mu$ supports the curve of minimum energy against $N$.

**Reaching a prescribed $N$.** On a non-empty lattice, let $N \ge 0$. At $\mu = -\sum_j |v_j|$ no potential lies below $\mu$, so the lattice is empty. At $\mu = v_j + c\,p\,(N/w_j)^{p-1}$, for any chosen site $j$, that site alone holds $w_j \cdot N/w_j = N$ particles and the others contribute at least zero. The particle number is continuous in $\mu$, so some $\mu$ gives exactly $N$.

**The converse.** Let a non-negative density minimise the energy at its own particle number $N$. Choose $\mu$ so that the Thomas–Fermi density also holds $N$ particles. If the two differed, the Thomas–Fermi density would have strictly lower energy, a contradiction.

## Negative densities break the minimum

The competitors must be non-negative. In the two-site example take $N = \tfrac12$. The Thomas–Fermi density is $(\tfrac12, 0)$, with energy $\tfrac18$. The pair $(\tfrac34, -\tfrac14)$ has the same particle number and energy $\tfrac{9}{32} + \tfrac{1}{32} - \tfrac14 = \tfrac1{16}$, which is lower.

## Finding the chemical potential on a grid

In a grid calculation at fixed particle number, $N$ is given and $\mu$ has to be found. Each $n_i$ is non-decreasing in $\mu$, so the particle number $N(n)$ is too, and $\mu$ can be found by bisection on $N(n) - N$; the two values of $\mu$ used above supply a starting bracket. When electron repulsion is treated self-consistently, this solve can be done at each iteration with the current effective potential in place of $v$. The minimum property then holds for that iteration's frozen potential, and says nothing about convergence of the iterations.

## The formal development

The sites form a type `ι`, and potentials and weights are real functions on it.

In Lean 4 with Mathlib:

```lean
import Mathlib

open Finset

namespace LatticeThomasFermi

noncomputable section

variable {ι : Type*} {c p μ : ℝ} {v w : ι → ℝ}
```

The density is the closed formula. The exponent is real, so $p = 5/3$ is included, and `density c p μ v` without a site argument is the whole function $i \mapsto n_i$.

```lean
/-- The Thomas-Fermi density at site `i` for chemical potential `μ` and potential `v`,
with kinetic constant `c > 0` and kinetic exponent `p > 1`. -/
def density (c p μ : ℝ) (v : ι → ℝ) (i : ι) : ℝ :=
  (max (μ - v i) 0 / (c * p)) ^ (1 / (p - 1))
```

Two elementary facts come first: the density is non-negative, and it vanishes where $v_i \ge \mu$.

```lean
/-- For `c > 0` and `p > 1` the Thomas-Fermi density is non-negative. -/
theorem density_nonneg (hc : 0 < c) (hp : 1 < p) (i : ι) : 0 ≤ density c p μ v i := by
  have hp0 : 0 < p := by linarith
  exact Real.rpow_nonneg (div_nonneg (le_max_right _ _) (mul_pos hc hp0).le) _

/-- For `p > 1`, a site whose potential is at least the chemical potential is empty. -/
theorem density_eq_zero (hp : 1 < p) {i : ι} (h : μ ≤ v i) : density c p μ v i = 0 := by
  have hq : 0 < 1 / (p - 1) := one_div_pos.2 (sub_pos.2 hp)
  unfold density
  rw [max_eq_right (sub_nonpos.2 h), zero_div, Real.zero_rpow hq.ne']
```

The next theorem is the equivalence between the formula and the Thomas–Fermi equation. Each direction combines two powers whose exponents, $p-1$ and $1/(p-1)$, multiply to one; this requires a non-negative base, hence the hypothesis `hx`.

```lean
/-- For `c > 0` and `p > 1`, a non-negative number `x` solves the Thomas-Fermi equation
`c p x^(p-1) = max (μ - v i) 0` exactly when it is the Thomas-Fermi density at site `i`. -/
theorem thomasFermi_equation_iff (hc : 0 < c) (hp : 1 < p) {x : ℝ} (hx : 0 ≤ x) (i : ι) :
    c * p * x ^ (p - 1) = max (μ - v i) 0 ↔ x = density c p μ v i := by
  have hp0 : 0 < p := by linarith
  have hcp : 0 < c * p := mul_pos hc hp0
  have hp1 : p - 1 ≠ 0 := (sub_pos.2 hp).ne'
  constructor
  · intro h
    unfold density
    rw [← h, mul_div_cancel_left₀ _ hcp.ne', ← Real.rpow_mul hx,
      mul_one_div_cancel hp1, Real.rpow_one]
  · intro h
    rw [h]
    unfold density
    rw [← Real.rpow_mul (div_nonneg (le_max_right _ _) hcp.le),
      one_div_mul_cancel hp1, Real.rpow_one]
    field_simp
```

The tangent inequality follows the derivation by hand, with the cases $x = 0$ and $x > 0$ separated by `rcases`. Mathlib supplies the strict Bernoulli inequality as `one_add_mul_self_lt_rpow_one_add`, and the remaining lines multiply it by $x^p$.

```lean
/-- For `p > 1` the kinetic power law `x^p` lies strictly above each of its tangents on the
non-negative half-line, except at the point of contact. -/
theorem tangent_lt_rpow (hp : 1 < p) {x y : ℝ} (hx : 0 ≤ x) (hy : 0 ≤ y) (hxy : y ≠ x) :
    x ^ p + p * x ^ (p - 1) * (y - x) < y ^ p := by
  have hp0 : 0 < p := by linarith
  rcases hx.eq_or_lt with h0 | hpos
  · subst h0
    have hy' : 0 < y := lt_of_le_of_ne hy (Ne.symm hxy)
    have hyp := Real.rpow_pos_of_pos hy' p
    rw [Real.zero_rpow hp0.ne', Real.zero_rpow (sub_pos.2 hp).ne']
    linarith
  · -- the strict Bernoulli inequality for the ratio y / x
    have hs : -1 ≤ y / x - 1 := by
      have := div_nonneg hy hx
      linarith
    have hs' : y / x - 1 ≠ 0 := by
      intro h
      have h1 : y / x = 1 := by linarith
      exact hxy ((div_eq_one_iff_eq hpos.ne').1 h1)
    have hb := one_add_mul_self_lt_rpow_one_add hs hs' hp
    rw [show 1 + (y / x - 1) = y / x by ring, Real.div_rpow hy hx,
      lt_div_iff₀ (Real.rpow_pos_of_pos hpos p)] at hb
    have hxp : x ^ p = x ^ (p - 1) * x := by
      rw [← Real.rpow_add_one hpos.ne', sub_add_cancel]
    have hq : (y / x - 1) * x = y - x := by field_simp
    have he : x ^ p + p * x ^ (p - 1) * (y - x) = (1 + p * (y / x - 1)) * x ^ p := by
      rw [hxp, ← hq]
      ring
    rw [he]
    exact hb
```

For a single site, `ht` is the tangent inequality multiplied by $c$, and `hslack` is the product that vanishes at both occupied and empty sites. The term `h1` is the matching inequality for the competitor $y$. After `h2` has inserted the Thomas–Fermi equation, `linarith` adds the pieces.

```lean
/-- For `c > 0` and `p > 1`, the Thomas-Fermi density at a site gives a strictly lower value of
`c x^p + (v i - μ) x` than any other non-negative density there. -/
theorem site_lt (hc : 0 < c) (hp : 1 < p) (i : ι) {y : ℝ} (hy : 0 ≤ y)
    (hne : y ≠ density c p μ v i) :
    c * density c p μ v i ^ p + (v i - μ) * density c p μ v i
      < c * y ^ p + (v i - μ) * y := by
  have hn : 0 ≤ density c p μ v i := density_nonneg hc hp i
  have hEL := (thomasFermi_equation_iff (μ := μ) (v := v) hc hp hn i).2 rfl
  have ht := mul_lt_mul_of_pos_left (tangent_lt_rpow hp hn hy hne) hc
  -- complementary slackness: the equation without the cutoff holds at occupied sites
  have hslack : (max (μ - v i) 0 - (μ - v i)) * density c p μ v i = 0 := by
    rcases le_total (μ - v i) 0 with h | h
    · rw [density_eq_zero hp (sub_nonpos.1 h), mul_zero]
    · rw [max_eq_left h, sub_self, zero_mul]
  have h1 := mul_nonneg (sub_nonneg.2 (le_max_left (μ - v i) 0)) hy
  have h2 : c * (density c p μ v i ^ p
      + p * density c p μ v i ^ (p - 1) * (y - density c p μ v i))
      = c * density c p μ v i ^ p + max (μ - v i) 0 * (y - density c p μ v i) := by
    rw [← hEL]
    ring
  rw [h2] at ht
  linarith
```

From here on the lattice is finite. Particle number and energy are defined for any real function `m`; non-negativity is a hypothesis of the theorems and is not built into the type. The energy contains no interaction between particles, and `c` and `p` are parameters, not derived from a uniform gas.

```lean
variable [Fintype ι]

/-- The particle number of a lattice density `m` with cell weights `w`. -/
def number (w m : ι → ℝ) : ℝ := ∑ i, w i * m i

/-- The lattice Thomas-Fermi energy: kinetic power law plus external potential. -/
def energy (c p : ℝ) (w v m : ι → ℝ) : ℝ := ∑ i, w i * (c * m i ^ p + v i * m i)
```

The supporting-line inequality compares the Thomas–Fermi density with any other non-negative density, whatever its particle number. The identity `key` rewrites the sum of site expressions as $E - \mu N$. `Finset.sum_lt_sum` needs a weak inequality at every site and a strict one at some site `j`, where the two densities differ. Positivity of the weights keeps that one strict.

```lean
/-- For positive weights, `c > 0` and `p > 1`, the energy of any other non-negative density lies
strictly above the line of slope `μ` in the particle number through the Thomas-Fermi density. -/
theorem energy_above_line (hw : ∀ i, 0 < w i) (hc : 0 < c) (hp : 1 < p) {m : ι → ℝ}
    (hm : ∀ i, 0 ≤ m i) (hne : m ≠ density c p μ v) :
    energy c p w v (density c p μ v) + μ * (number w m - number w (density c p μ v))
      < energy c p w v m := by
  have key : ∀ f : ι → ℝ, ∑ i, w i * (c * f i ^ p + (v i - μ) * f i)
      = energy c p w v f - μ * number w f := by
    intro f
    unfold energy number
    rw [Finset.mul_sum, ← Finset.sum_sub_distrib]
    exact Finset.sum_congr rfl fun i _ => by ring
  obtain ⟨j, hj⟩ := Function.ne_iff.1 hne
  -- sum the site inequalities; the one at site j is strict
  have hsum : ∑ i, w i * (c * density c p μ v i ^ p + (v i - μ) * density c p μ v i)
      < ∑ i, w i * (c * m i ^ p + (v i - μ) * m i) := by
    refine Finset.sum_lt_sum (fun i _ => ?_)
      ⟨j, Finset.mem_univ j, mul_lt_mul_of_pos_left (site_lt hc hp j (hm j) hj) (hw j)⟩
    by_cases h : m i = density c p μ v i
    · rw [h]
    · exact (mul_lt_mul_of_pos_left (site_lt hc hp i (hm i) h) (hw i)).le
  rw [key, key] at hsum
  linarith
```

The main theorem has two parts. The Thomas–Fermi density is itself admissible, being non-negative, and every other admissible density with the same `number` has strictly larger `energy`. The strict sign gives uniqueness together with minimality. The proof sets the two particle numbers equal in the previous inequality.

```lean
/-- For positive weights, `c > 0` and `p > 1`, the Thomas-Fermi density is non-negative and has
strictly lower energy than every other non-negative density with the same particle number. -/
theorem density_unique_minimiser (hw : ∀ i, 0 < w i) (hc : 0 < c) (hp : 1 < p) :
    (∀ i, 0 ≤ density c p μ v i) ∧
      ∀ m : ι → ℝ, (∀ i, 0 ≤ m i) → number w m = number w (density c p μ v) →
        m ≠ density c p μ v → energy c p w v (density c p μ v) < energy c p w v m := by
  refine ⟨density_nonneg hc hp, fun m hm hN hne => ?_⟩
  have h := energy_above_line hw hc hp hm hne
  rw [hN, sub_self, mul_zero, add_zero] at h
  exact h
```

In this theorem $\mu$ is given and the particle number follows from it. The next one goes the other way and finds a $\mu$ for each $N \ge 0$. The facts `hlow` and `hhigh` are the two ends of the bracket, `hcont` is continuity in $\mu$, and `intermediate_value_univ` concludes. The lattice must be non-empty, since an empty one holds no particles.

```lean
/-- On a non-empty lattice with positive weights, `c > 0` and `p > 1`, every particle number
`N ≥ 0` is reached by the Thomas-Fermi density at some chemical potential. -/
theorem exists_chemicalPotential [Nonempty ι] (hw : ∀ i, 0 < w i) (hc : 0 < c) (hp : 1 < p)
    (v : ι → ℝ) {N : ℝ} (hN : 0 ≤ N) : ∃ μ, number w (density c p μ v) = N := by
  have hp0 : 0 < p := by linarith
  have hq : 0 < 1 / (p - 1) := one_div_pos.2 (sub_pos.2 hp)
  have hcont : Continuous fun μ => number w (density c p μ v) := by
    simp only [number, density]
    refine continuous_finsetSum _ fun i _ => continuous_const.mul
      (Continuous.rpow_const ?_ fun _ => Or.inr hq.le)
    fun_prop
  -- at a chemical potential at or below every site potential the lattice is empty
  have hlow : number w (density c p (-∑ j, |v j|) v) = 0 := by
    unfold number
    refine Finset.sum_eq_zero fun i _ => ?_
    have h1 : |v i| ≤ ∑ j, |v j| :=
      Finset.single_le_sum (f := fun j => |v j|) (fun j _ => abs_nonneg _) (Finset.mem_univ i)
    have h2 := neg_abs_le (v i)
    rw [density_eq_zero hp (by linarith), mul_zero]
  -- at a high enough chemical potential a single site j holds N particles
  obtain ⟨j⟩ := ‹Nonempty ι›
  have hwj := hw j
  have hx : 0 ≤ N / w j := div_nonneg hN hwj.le
  have hhigh : N ≤ number w (density c p (v j + c * p * (N / w j) ^ (p - 1)) v) := by
    have hd : N / w j = density c p (v j + c * p * (N / w j) ^ (p - 1)) v j := by
      refine (thomasFermi_equation_iff hc hp hx j).1 ?_
      rw [add_sub_cancel_left, max_eq_left (by positivity)]
    have hs : w j * density c p (v j + c * p * (N / w j) ^ (p - 1)) v j
        ≤ number w (density c p (v j + c * p * (N / w j) ^ (p - 1)) v) :=
      Finset.single_le_sum
        (f := fun i => w i * density c p (v j + c * p * (N / w j) ^ (p - 1)) v i)
        (fun i _ => mul_nonneg (hw i).le (density_nonneg hc hp i)) (Finset.mem_univ j)
    rw [← hd] at hs
    have he : w j * (N / w j) = N := by field_simp
    linarith
  obtain ⟨μ, hμ⟩ := intermediate_value_univ _ _ hcont ⟨hlow.le.trans hN, hhigh⟩
  exact ⟨μ, hμ⟩
```

The last theorem is the converse. Its hypothesis `hmin` says that `n` has the least energy among non-negative densities with its own particle number, and the conclusion is that `n` is a Thomas–Fermi density for some $\mu$. The proof is the contradiction given above.

```lean
/-- On a non-empty lattice with positive weights, `c > 0` and `p > 1`, every non-negative density
that minimises the energy at its own particle number is a Thomas-Fermi density. -/
theorem minimiser_is_thomasFermi [Nonempty ι] (hw : ∀ i, 0 < w i) (hc : 0 < c) (hp : 1 < p)
    {n : ι → ℝ} (hn : ∀ i, 0 ≤ n i)
    (hmin : ∀ m : ι → ℝ, (∀ i, 0 ≤ m i) → number w m = number w n →
      energy c p w v n ≤ energy c p w v m) :
    ∃ μ, n = density c p μ v := by
  have hN : 0 ≤ number w n := Finset.sum_nonneg fun i _ => mul_nonneg (hw i).le (hn i)
  obtain ⟨μ, hμ⟩ := exists_chemicalPotential hw hc hp v hN
  refine ⟨μ, ?_⟩
  by_contra hne
  have h1 := (density_unique_minimiser hw hc hp).2 n hn hμ.symm hne
  exact not_lt_of_ge (hmin _ (density_nonneg hc hp) hμ) h1

end

end LatticeThomasFermi
```

Together, the last three theorems characterise the ground-state density of orbital-free Thomas–Fermi theory on a finite grid, for particles that do not interact and move in a fixed potential. The continuum limit and the electron–electron repulsion of the atomic theory would need further arguments.

```lean
#print axioms LatticeThomasFermi.minimiser_is_thomasFermi
-- 'LatticeThomasFermi.minimiser_is_thomasFermi' depends on axioms: [propext, Classical.choice, Quot.sound]
```
